# The Fermi orbital maximises the density at its reference site among normalised occupied orbitals

## From a reference site to an orbital

In a Fermi-orbital self-interaction correction, one chooses a reference position for each electron, takes the column at that position of the density matrix for the electron's spin, and divides it by the square root of the density of that spin there. The resulting orbital enters the correction after orthogonalisation against its partners. Before that orthogonalisation, the scaled column is already a normalised occupied orbital, as shown below for a finite model.

The model here is one spin channel of a single determinant on a finite set of orthonormal sites. Its density matrix $g$ satisfies $g^\dagger=g$ and $g^2=g$: it projects onto the occupied space, with occupations 0 or 1. For a site $a$ with $g_{aa}\neq0$, the Fermi orbital is

$$F_x=\frac{g_{xa}}{\sqrt{g_{aa}}}.$$

## Normalised, occupied and unsurpassed at $a$ by other such orbitals

The theorem `fermiOrbital_maximises` states that $\sum_x|F_x|^2=1$, $gF=F$, and $|F_x|^2\le g_{xx}$ at every site $x$. It also states that $|v_a|^2\le|F_a|^2$ for every $v$ with $gv=v$ and $\sum_x|v_x|^2=1$. By `maximiser_iff_phase`, such a $v$ reaches $|v_a|^2=g_{aa}$ exactly when $v=cF$ with $|c|=1$.

In Lean, `IsDensityMatrix g` collects hermiticity and idempotency, an orbital is a function `n → ℂ`, and `g *ᵥ v = v` says that it is occupied. The value $F_x$ is `fermiOrbital g a x`, with the reference site first. Densities appear as `(g x x).re` because the matrix entries have complex type, although the diagonal is real. Where the docstrings speak of the total or whole density, they mean that of this one spin channel.

Continuous space, fractional occupations, the orthogonalisation of several Fermi orbitals and the correction energy are not treated.

## Column norms and Cauchy–Schwarz

Idempotency and hermiticity give

$$g_{aa}=\sum_x g_{ax}g_{xa}=\sum_x|g_{xa}|^2 .$$

So $g_{aa}$ is real and nonnegative, and positive if nonzero. Dividing by it gives $\sum_x|F_x|^2=1$. The orbital is occupied because

$$(gF)_x=\frac{\sum_y g_{xy}g_{ya}}{\sqrt{g_{aa}}}=\frac{g_{xa}}{\sqrt{g_{aa}}}=F_x .$$

Let $v$ be any normalised occupied orbital. Then $v_x=\sum_y g_{xy}v_y$, and since $|g_{xy}|=|g_{yx}|$,

$$|v_x|^2\le\Big(\sum_y|g_{yx}|^2\Big)\Big(\sum_y|v_y|^2\Big)=g_{xx}.$$

This applies to $F$ itself. At the reference site, $|F_a|^2=g_{aa}^2/g_{aa}=g_{aa}$, so $F$ attains the bound.

For the equality case, let $c$ be the overlap of $F$ with $v$:

$$c=\sum_x F_x^*v_x=\frac{\sum_x g_{ax}v_x}{\sqrt{g_{aa}}}=\frac{v_a}{\sqrt{g_{aa}}}.$$

If $|v_a|^2=g_{aa}$, then $|c|=1$ and

$$\sum_x|v_x-cF_x|^2=1+|c|^2-2\,\mathrm{Re}(c^*c)=0,$$

so $v=cF$. Conversely, a phase leaves $|F_a|^2=g_{aa}$ unchanged.

## The Lean file

```lean
import Mathlib

open Matrix

namespace FermiOrbital

noncomputable section

variable {n : Type*} [Fintype n]

/-- A one-particle density matrix of a single determinant: Hermitian and idempotent. -/
structure IsDensityMatrix (g : Matrix n n ℂ) : Prop where
  herm : g.IsHermitian
  idem : g * g = g

/-- The Fermi orbital `F_x = g_xa / √g_aa` with reference site `a`, meant for `g_aa ≠ 0`. -/
def fermiOrbital (g : Matrix n n ℂ) (a x : n) : ℂ :=
  g x a / ((Real.sqrt (g a a).re : ℝ) : ℂ)

private lemma star_mul_self_eq (z : ℂ) : star z * z = ((‖z‖ ^ 2 : ℝ) : ℂ) := by
  rw [Complex.star_def, mul_comm, Complex.mul_conj, Complex.normSq_eq_norm_sq]

/-- The density at a site is the squared norm of the corresponding column of `g`. -/
theorem density_eq_sum {g : Matrix n n ℂ} (hg : IsDensityMatrix g) (a : n) :
    g a a = ((∑ x, ‖g x a‖ ^ 2 : ℝ) : ℂ) := by
  have h : g a a = ∑ x, g a x * g x a := by
    have h1 := congrFun (congrFun hg.idem a) a
    rw [Matrix.mul_apply] at h1
    exact h1.symm
  rw [h, Complex.ofReal_sum]
  refine Finset.sum_congr rfl fun x _ => ?_
  rw [← hg.herm.apply a x]
  exact star_mul_self_eq _

private lemma density_re {g : Matrix n n ℂ} (hg : IsDensityMatrix g) (a : n) :
    (g a a).re = ∑ x, ‖g x a‖ ^ 2 := by
  have h := congrArg Complex.re (density_eq_sum hg a)
  rwa [Complex.ofReal_re] at h

private lemma density_nonneg {g : Matrix n n ℂ} (hg : IsDensityMatrix g) (a : n) :
    0 ≤ (g a a).re := by
  rw [density_re hg a]
  exact Finset.sum_nonneg fun x _ => sq_nonneg _

private lemma density_ne {g : Matrix n n ℂ} (hg : IsDensityMatrix g) {a : n}
    (ha : g a a ≠ 0) : (g a a).re ≠ 0 := by
  intro h
  apply ha
  rw [density_eq_sum hg a, ← density_re hg a, h, Complex.ofReal_zero]

private lemma norm_sq_div_sqrt {r : ℝ} (hr : 0 ≤ r) (z : ℂ) :
    ‖z / ((Real.sqrt r : ℝ) : ℂ)‖ ^ 2 = ‖z‖ ^ 2 / r := by
  rw [norm_div, Complex.norm_real, Real.norm_eq_abs, div_pow, sq_abs, Real.sq_sqrt hr]

/-- The Fermi orbital is normalised when the density at its reference site is nonzero. -/
theorem fermiOrbital_unit {g : Matrix n n ℂ} (hg : IsDensityMatrix g) {a : n}
    (ha : g a a ≠ 0) : ∑ x, ‖fermiOrbital g a x‖ ^ 2 = 1 := by
  have h : ∀ x, ‖fermiOrbital g a x‖ ^ 2 = ‖g x a‖ ^ 2 / (g a a).re :=
    fun x => norm_sq_div_sqrt (density_nonneg hg a) _
  rw [Finset.sum_congr rfl fun x _ => h x, ← Finset.sum_div, ← density_re hg a,
    div_self (density_ne hg ha)]

/-- The Fermi orbital lies in the occupied space: `g F = F`. -/
theorem fermiOrbital_occupied {g : Matrix n n ℂ} (hg : IsDensityMatrix g) (a : n) :
    g *ᵥ fermiOrbital g a = fermiOrbital g a := by
  ext x
  have h := congrFun (congrFun hg.idem x) a
  rw [Matrix.mul_apply] at h
  change ∑ y, g x y * (g y a / ((Real.sqrt (g a a).re : ℝ) : ℂ))
    = g x a / ((Real.sqrt (g a a).re : ℝ) : ℂ)
  calc ∑ y, g x y * (g y a / ((Real.sqrt (g a a).re : ℝ) : ℂ))
      = (∑ y, g x y * g y a) / ((Real.sqrt (g a a).re : ℝ) : ℂ) := by
        rw [Finset.sum_div]
        exact Finset.sum_congr rfl fun y _ => (mul_div_assoc _ _ _).symm
    _ = g x a / ((Real.sqrt (g a a).re : ℝ) : ℂ) := by rw [h]

/-- The density of a normalised occupied orbital nowhere exceeds the total density. -/
theorem occupied_density_le {g : Matrix n n ℂ} (hg : IsDensityMatrix g) {v : n → ℂ}
    (hv : g *ᵥ v = v) (hn : ∑ x, ‖v x‖ ^ 2 = 1) (x : n) : ‖v x‖ ^ 2 ≤ (g x x).re := by
  have h : v x = ∑ y, g x y * v y := (congrFun hv x).symm
  have hs : ∀ y, ‖g x y‖ = ‖g y x‖ := fun y => by
    rw [← hg.herm.apply x y, norm_star]
  have h1 : ‖v x‖ ≤ ∑ y, ‖g y x‖ * ‖v y‖ := by
    rw [h]
    refine (norm_sum_le _ _).trans (le_of_eq (Finset.sum_congr rfl fun y _ => ?_))
    rw [norm_mul, hs]
  -- Cauchy-Schwarz between a column of g and the orbital
  calc ‖v x‖ ^ 2 ≤ (∑ y, ‖g y x‖ * ‖v y‖) ^ 2 := pow_le_pow_left₀ (norm_nonneg _) h1 2
    _ ≤ (∑ y, ‖g y x‖ ^ 2) * ∑ y, ‖v y‖ ^ 2 := Finset.sum_mul_sq_le_sq_mul_sq _ _ _
    _ = (g x x).re := by rw [hn, mul_one, density_re hg x]

/-- At its reference site the Fermi orbital carries the whole density. -/
theorem fermiOrbital_at_reference {g : Matrix n n ℂ} (hg : IsDensityMatrix g) {a : n}
    (ha : g a a ≠ 0) : ‖fermiOrbital g a a‖ ^ 2 = (g a a).re := by
  have h : ‖g a a‖ = (g a a).re := by
    rw [density_eq_sum hg a, Complex.norm_real, Complex.ofReal_re,
      Real.norm_of_nonneg (Finset.sum_nonneg fun x _ => sq_nonneg _)]
  have h1 : ‖fermiOrbital g a a‖ ^ 2 = ‖g a a‖ ^ 2 / (g a a).re :=
    norm_sq_div_sqrt (density_nonneg hg a) _
  rw [h1, h, sq, mul_div_assoc, div_self (density_ne hg ha), mul_one]

/-- The Fermi orbital is a normalised occupied orbital, its density is bounded by the total
density, and it has the largest density at `a` among all normalised occupied orbitals. -/
theorem fermiOrbital_maximises {g : Matrix n n ℂ} (hg : IsDensityMatrix g) {a : n}
    (ha : g a a ≠ 0) :
    ∑ x, ‖fermiOrbital g a x‖ ^ 2 = 1 ∧ g *ᵥ fermiOrbital g a = fermiOrbital g a ∧
    (∀ x, ‖fermiOrbital g a x‖ ^ 2 ≤ (g x x).re) ∧
    ∀ v : n → ℂ, g *ᵥ v = v → ∑ x, ‖v x‖ ^ 2 = 1 →
      ‖v a‖ ^ 2 ≤ ‖fermiOrbital g a a‖ ^ 2 := by
  refine ⟨fermiOrbital_unit hg ha, fermiOrbital_occupied hg a,
    occupied_density_le hg (fermiOrbital_occupied hg a) (fermiOrbital_unit hg ha), ?_⟩
  intro v hv hn
  rw [fermiOrbital_at_reference hg ha]
  exact occupied_density_le hg hv hn a

/-- The overlap of the Fermi orbital with an occupied orbital `v` is `v_a / √g_aa`. -/
theorem fermiOrbital_overlap {g : Matrix n n ℂ} (hg : IsDensityMatrix g) (a : n)
    {v : n → ℂ} (hv : g *ᵥ v = v) :
    ∑ x, star (fermiOrbital g a x) * v x = v a / ((Real.sqrt (g a a).re : ℝ) : ℂ) := by
  have h : v a = ∑ x, g a x * v x := (congrFun hv a).symm
  rw [h, Finset.sum_div]
  refine Finset.sum_congr rfl fun x _ => ?_
  rw [← hg.herm.apply a x]
  simp only [fermiOrbital, Complex.star_def, map_div₀, Complex.conj_ofReal]
  ring

/-- A normalised occupied orbital carries the whole density at `a` exactly when it is the
Fermi orbital up to a phase. -/
theorem maximiser_iff_phase {g : Matrix n n ℂ} (hg : IsDensityMatrix g) {a : n}
    (ha : g a a ≠ 0) {v : n → ℂ} (hv : g *ᵥ v = v) (hn : ∑ x, ‖v x‖ ^ 2 = 1) :
    ‖v a‖ ^ 2 = (g a a).re ↔ ∃ c : ℂ, ‖c‖ = 1 ∧ v = c • fermiOrbital g a := by
  constructor
  · intro hmax
    obtain ⟨c, hc⟩ : ∃ c : ℂ, c = v a / ((Real.sqrt (g a a).re : ℝ) : ℂ) := ⟨_, rfl⟩
    have hc2 : ‖c‖ ^ 2 = 1 := by
      rw [hc, norm_sq_div_sqrt (density_nonneg hg a), hmax, div_self (density_ne hg ha)]
    have hcross : ∑ x, (star c * (star (fermiOrbital g a x) * v x)).re = 1 := by
      rw [← Complex.re_sum, ← Finset.mul_sum, fermiOrbital_overlap hg a hv, ← hc,
        star_mul_self_eq, Complex.ofReal_re, hc2]
    have hpt : ∀ x, ‖v x - c * fermiOrbital g a x‖ ^ 2 = ‖v x‖ ^ 2
        + ‖c‖ ^ 2 * ‖fermiOrbital g a x‖ ^ 2
        - 2 * (star c * (star (fermiOrbital g a x) * v x)).re := by
      intro x
      simp only [← Complex.normSq_eq_norm_sq, Complex.normSq_apply, Complex.star_def,
        Complex.mul_re, Complex.mul_im, Complex.sub_re, Complex.sub_im, Complex.conj_re,
        Complex.conj_im]
      ring
    -- nothing is left of v once its Fermi component is removed
    have hres : ∑ x, ‖v x - c * fermiOrbital g a x‖ ^ 2 = 0 := by
      rw [Finset.sum_congr rfl fun x _ => hpt x, Finset.sum_sub_distrib,
        Finset.sum_add_distrib, ← Finset.mul_sum, ← Finset.mul_sum, hcross, hn, hc2,
        fermiOrbital_unit hg ha]
      norm_num
    refine ⟨c, (pow_eq_one_iff_of_nonneg (norm_nonneg c) two_ne_zero).mp hc2, ?_⟩
    ext x
    have hx := (Finset.sum_eq_zero_iff_of_nonneg fun y _ => sq_nonneg _).mp hres x
      (Finset.mem_univ x)
    exact sub_eq_zero.mp (norm_eq_zero.mp (pow_eq_zero_iff two_ne_zero |>.mp hx))
  · rintro ⟨c, hc, hvc⟩
    rw [hvc, Pi.smul_apply, smul_eq_mul, norm_mul, hc, one_mul,
      fermiOrbital_at_reference hg ha]

/-- A three-site matrix with `2/3` on the diagonal and `-1/3` elsewhere. -/
def threeSite : Matrix (Fin 3) (Fin 3) ℂ :=
  fun i j => ((if i = j then 2 / 3 else -1 / 3 : ℝ) : ℂ)

/-- The three-site matrix is a density matrix with nonzero density at site `0`. -/
theorem threeSite_witness : IsDensityMatrix threeSite ∧ threeSite 0 0 ≠ 0 := by
  refine ⟨⟨?_, ?_⟩, ?_⟩
  · ext i j
    fin_cases i <;> fin_cases j <;> simp [threeSite, Matrix.conjTranspose_apply]
  · ext i j
    fin_cases i <;> fin_cases j <;>
      simp [threeSite, Matrix.mul_apply, Fin.sum_univ_three] <;> norm_num
  · simp [threeSite]

end

end FermiOrbital
```

```lean
#print axioms FermiOrbital.fermiOrbital_maximises
-- 'FermiOrbital.fermiOrbital_maximises' depends on axioms: [propext, Classical.choice, Quot.sound]
#print axioms FermiOrbital.maximiser_iff_phase
-- 'FermiOrbital.maximiser_iff_phase' depends on axioms: [propext, Classical.choice, Quot.sound]
```

## How the lemmas follow the calculation

`density_eq_sum` reads off the $(a,a)$ entry of $g^2=g$ and uses hermiticity to turn each term into a squared modulus, by `star_mul_self_eq`. `density_re`, `density_nonneg` and `density_ne` extract the real density, its sign and its being nonzero. With `norm_sq_div_sqrt`, which squares the normalised entries, they yield `fermiOrbital_unit` and `fermiOrbital_at_reference`.

`fermiOrbital_occupied` pulls the common denominator out of the sum and applies idempotency. In `occupied_density_le`, the triangle inequality `norm_sum_le` comes first, followed by Cauchy–Schwarz for real sums, `Finset.sum_mul_sq_le_sq_mul_sq`. `fermiOrbital_maximises` assembles these results.

`fermiOrbital_overlap` computes $c$. In `maximiser_iff_phase`, `hpt` expands $|v_x-cF_x|^2$ site by site, `hcross` evaluates the summed cross term as 1, and `hres` finds that the total vanishes. Each term is nonnegative, so each is zero, which gives $v=cF$. The reverse direction substitutes $v=cF$ and uses the value at the reference site.

Finally, `threeSite_witness` checks entry by entry that `threeSite` satisfies the hypotheses. This matrix projects onto the vectors whose three components sum to zero. Its Fermi orbital at site 0 is $(2,-1,-1)/\sqrt6$, with density $2/3$ there, equal to the density $g_{00}$ of the spin channel at that site.
